# Equilibrium Snoek relaxation strength of three carbon site variants at zero stress

If one carbon site variant has strain $a$ along a stress $s$ and two have strain $b$, and all three have equal energies at zero stress, the Boltzmann mean strain $\langle e\rangle$ obeys

$$\left.\frac{d\langle e\rangle}{ds}\right|_{s=0}=\frac{2}{9}\,\frac{v\,(a-b)^2}{kT}.$$

Here $v$ is the volume of the cell to which the strains refer, which holds one carbon atom, and $kT$ is the thermal energy. With $v,a,b$ independent of temperature, the strength falls as $1/T$. Strength here means this anelastic compliance; the usual dimensionless relaxation strength divides it by the elastic compliance. It is an equilibrium quantity; the relaxation time and the position of the loss peak would need jump rates.

For non-interacting carbon atoms with these three variants, the formula turns the strains $a$ and $b$ computed in a supercell with one carbon atom into the anelastic compliance at that carbon concentration.

## Variants, weights and strains

For carbon in bcc iron, the three variants are the octahedral sites with their tetragonal axis along each of the three cube axes. The finite type `ι` labels the variants, and `e i` is the strain $e_i$ of variant $i$.

```lean
import Mathlib

open Finset

namespace SnoekRelaxation

noncomputable section

variable {ι : Type*} [Fintype ι]
```

Stress changes the energy of variant $i$ by $-v s e_i$, linear in $s$. With the reduced stress $x=vs/kT$, its weight is $w_i=\exp(xe_i)$ and its occupation is $p_i=w_i/Z$, where $Z=\sum_j w_j$.

```lean
/-- Boltzmann occupation of site variant `i` with strain `e i`, at reduced stress
`x = v s / kT`. -/
def occupation (e : ι → ℝ) (x : ℝ) (i : ι) : ℝ :=
  Real.exp (x * e i) / ∑ j, Real.exp (x * e j)
```

The mean strain is $m=\sum_i p_ie_i$, written $\langle e\rangle$ above.

```lean
/-- Thermal mean of the strain over the site variants at reduced stress `x`. -/
def meanStrain (e : ι → ℝ) (x : ℝ) : ℝ := ∑ i, occupation e x i * e i
```

Its thermal variance is $\mathrm{Var}(e)=\sum_i p_i(e_i-m)^2$.

```lean
/-- Thermal variance of the strain over the site variants at reduced stress `x`. -/
def strainVariance (e : ι → ℝ) (x : ℝ) : ℝ :=
  ∑ i, occupation e x i * (e i - meanStrain e x) ^ 2
```

The compliance is $dm/ds$. Since Lean's `deriv` returns zero where no derivative exists, parts (d) and (g) also prove differentiability.

```lean
/-- Anelastic compliance: the derivative of the mean strain with respect to the stress `s`,
for volume `v` and nonzero thermal energy `kT`. -/
def compliance (v kT : ℝ) (e : ι → ℝ) (s : ℝ) : ℝ :=
  deriv (fun t => meanStrain e (v * t / kT)) s
```

For a general stress direction $n$, a variant with its axis along cube axis $i$ has strain tensor components $a$ along that axis and $b$ across it. Projecting on $n$ gives $b(1-n_i^2)+an_i^2$. Indices run over 0, 1, 2, as in `Fin 3`.

```lean
/-- Strain along the unit vector `n` of a defect whose tetragonal axis is the cube axis `i`,
with principal strain `a` along that axis and `b` across it. -/
def variantStrain (a b : ℝ) (n : Fin 3 → ℝ) (i : Fin 3) : ℝ := b + (a - b) * n i ^ 2
```

## (a) Normalisation

Show that, for at least one variant, $\sum_i p_i=1$.

**Solution.** Every exponential is positive, so $Z>0$ and $\sum_i p_i=Z/Z=1$. The proof pulls out the common denominator with `Finset.sum_div`.

```lean
/-- The occupations of a nonempty set of site variants sum to one. -/
theorem occupation_sum [Nonempty ι] (e : ι → ℝ) (x : ℝ) : ∑ i, occupation e x i = 1 := by
  have hZ : 0 < ∑ j, Real.exp (x * e j) :=
    Finset.sum_pos (fun j _ => Real.exp_pos _) Finset.univ_nonempty
  unfold occupation
  rw [← Finset.sum_div]
  exact div_self hZ.ne'
```

## (b) Response of one occupation

Show that $dp_i/dx=p_i(e_i-m)$.

**Solution.** We have $w_i'=e_iw_i$ and $Z'=\sum_j w_je_j=Zm$, which is `hm` in the code. The quotient rule gives

$$p_i'=\frac{e_iw_iZ-w_iZm}{Z^2}=p_i(e_i-m).$$

```lean
/-- The occupation of a variant changes with reduced stress at a rate equal to the occupation
times the excess of the variant's strain over the mean strain. -/
theorem occupation_response (e : ι → ℝ) (x : ℝ) (i : ι) :
    HasDerivAt (fun y => occupation e y i)
      (occupation e x i * (e i - meanStrain e x)) x := by
  have hZ : 0 < ∑ j, Real.exp (x * e j) :=
    Finset.sum_pos (fun j _ => Real.exp_pos _) ⟨i, Finset.mem_univ i⟩
  have hZ' := hZ.ne'
  have hw : ∀ j, HasDerivAt (fun y => Real.exp (y * e j)) (Real.exp (x * e j) * e j) x :=
    fun j => (hasDerivAt_mul_const (e j)).exp
  have hS := HasDerivAt.fun_sum (u := Finset.univ) (fun j _ => hw j)
  -- the derivative of the partition sum is the partition sum times the mean strain
  have hm : ∑ j, Real.exp (x * e j) * e j
      = (∑ j, Real.exp (x * e j)) * meanStrain e x := by
    unfold meanStrain occupation
    rw [Finset.mul_sum]
    refine Finset.sum_congr rfl fun j _ => ?_
    field_simp
  refine ((hw i).fun_div hS hZ').congr_deriv ?_
  rw [hm]
  unfold occupation
  rw [div_mul_eq_mul_div, div_eq_div_iff (pow_ne_zero 2 hZ') hZ']
  ring
```

## (c) Response of the mean

Show that $dm/dx=\mathrm{Var}(e)$.

**Solution.** Summing (b) against $e_i$,

$$m'=\sum_i p_i(e_i-m)e_i=\sum_i p_i(e_i-m)^2+m\sum_i p_i(e_i-m).$$

By (a) the last sum is $m-m=0$ (`hzero`). With no variants, both sides are zero.

```lean
/-- The derivative of the mean strain with respect to reduced stress is the thermal variance
of the strain. -/
theorem meanStrain_response (e : ι → ℝ) (x : ℝ) :
    HasDerivAt (fun y => meanStrain e y) (strainVariance e x) x := by
  -- deviations from the mean average to zero
  have hzero : ∑ i, occupation e x i * (e i - meanStrain e x) = 0 := by
    rcases isEmpty_or_nonempty ι with hι | hι
    · simp
    · simp only [mul_sub, Finset.sum_sub_distrib, ← Finset.sum_mul, occupation_sum, one_mul]
      exact sub_self (meanStrain e x)
  have hvar : strainVariance e x
      = ∑ i, occupation e x i * (e i - meanStrain e x) * e i
        - meanStrain e x * ∑ i, occupation e x i * (e i - meanStrain e x) := by
    unfold strainVariance
    rw [Finset.mul_sum, ← Finset.sum_sub_distrib]
    refine Finset.sum_congr rfl fun i _ => ?_
    ring
  refine (HasDerivAt.fun_sum (u := Finset.univ)
    (fun i _ => (occupation_response e x i).mul_const (e i))).congr_deriv ?_
  rw [hvar, hzero, mul_zero, sub_zero]
```

## (d) Restoring volume and temperature

For $kT\neq0$, show that at every stress $kT\,dm/ds=v\,\mathrm{Var}(e)$, with the variance taken at $x=vs/kT$.

**Solution.** Since $dx/ds=v/kT$, the chain rule gives $dm/ds=(v/kT)\,\mathrm{Var}(e)$. Multiply by $kT$. Lean needs only $kT\neq0$; physically $kT>0$.

```lean
/-- Fluctuation formula at any stress: for nonzero `kT` the mean strain is differentiable in
the stress, and `kT` times the compliance is `v` times the thermal variance of the strain. -/
theorem compliance_fluctuation {v kT : ℝ} (hkT : kT ≠ 0) (e : ι → ℝ) (s : ℝ) :
    DifferentiableAt ℝ (fun t => meanStrain e (v * t / kT)) s ∧
      kT * compliance v kT e s = v * strainVariance e (v * s / kT) := by
  have hx : HasDerivAt (fun t => v * t / kT) (v / kT) s :=
    (((hasDerivAt_id' s).const_mul v).div_const kT).congr_deriv (by rw [mul_one])
  have hcomp := HasDerivAt.comp s (meanStrain_response e (v * s / kT)) hx
  have h : HasDerivAt (fun t => meanStrain e (v * t / kT))
      (strainVariance e (v * s / kT) * (v / kT)) s := hcomp
  refine ⟨h.differentiableAt, ?_⟩
  have hk : kT * (v / kT) = v := by field_simp
  unfold compliance
  rw [h.deriv]
  linear_combination strainVariance e (v * s / kT) * hk
```

## (e) Three variants without stress

Show that at $x=0$

$$\mathrm{Var}(e)=\tfrac19\left[(e_0-e_1)^2+(e_1-e_2)^2+(e_2-e_0)^2\right].$$

**Solution.** All $p_i=1/3$, so

$$\mathrm{Var}(e)=\tfrac13\sum_i e_i^2-\tfrac19\Big(\sum_i e_i\Big)^2=\tfrac19\Big(2\sum_i e_i^2-2\sum_{i<j}e_ie_j\Big),$$

which is the stated sum of squares. The final `ring` does this algebra.

```lean
/-- At zero stress the strain variance of three site variants is one ninth of the sum of their
squared pairwise strain differences. -/
theorem variance_unstressed (e : Fin 3 → ℝ) :
    strainVariance e 0 = ((e 0 - e 1) ^ 2 + (e 1 - e 2) ^ 2 + (e 2 - e 0) ^ 2) / 9 := by
  have h : ∀ i, occupation e 0 i = 1 / 3 := by
    intro i
    simp [occupation]
  simp only [strainVariance, meanStrain, h, Fin.sum_univ_three]
  ring
```

## (f) The mean strain written out

For strains $a,b,b$, show that

$$m=\frac{a\exp(xa)+2b\exp(xb)}{\exp(xa)+2\exp(xb)}.$$

**Solution.** Insert the three weights into $m=\sum_i w_ie_i/Z$ and collect the two equal terms. The vector `![a, b, b]` lists the strains.

```lean
/-- The mean strain of one variant with strain `a` and two with strain `b`, written out with
its Boltzmann weights at reduced stress `x`. -/
theorem meanStrain_three (a b x : ℝ) :
    meanStrain ![a, b, b] x =
      (a * Real.exp (x * a) + 2 * b * Real.exp (x * b)) /
        (Real.exp (x * a) + 2 * Real.exp (x * b)) := by
  simp only [meanStrain, occupation, Fin.sum_univ_three]
  change Real.exp (x * a) / (Real.exp (x * a) + Real.exp (x * b) + Real.exp (x * b)) * a
    + Real.exp (x * b) / (Real.exp (x * a) + Real.exp (x * b) + Real.exp (x * b)) * b
    + Real.exp (x * b) / (Real.exp (x * a) + Real.exp (x * b) + Real.exp (x * b)) * b = _
  have h : Real.exp (x * a) + Real.exp (x * b) + Real.exp (x * b)
      = Real.exp (x * a) + 2 * Real.exp (x * b) := by ring
  rw [h]
  ring
```

## (g) The Snoek strength

For $kT\ne0$, show that at $s=0$

$$kT\,\frac{dm}{ds}=\frac29v(a-b)^2.$$

**Solution.** The strain differences in (e) are $a-b$, $0$ and $b-a$, so $\mathrm{Var}(e)=2(a-b)^2/9$. Insert this in (d).

```lean
/-- Snoek relaxation strength: for one variant with strain `a`, two with strain `b` and nonzero
`kT`, the mean strain is differentiable at zero stress, and `kT` times its stress derivative
there is `(2/9) v (a - b)²`. -/
theorem snoek_relaxation {v kT : ℝ} (hkT : kT ≠ 0) (a b : ℝ) :
    DifferentiableAt ℝ (fun s => meanStrain ![a, b, b] (v * s / kT)) 0 ∧
      kT * compliance v kT ![a, b, b] 0 = 2 / 9 * v * (a - b) ^ 2 := by
  obtain ⟨hd, hc⟩ := compliance_fluctuation (v := v) hkT ![a, b, b] 0
  refine ⟨hd, ?_⟩
  rw [hc, mul_zero, zero_div, variance_unstressed]
  change v * (((a - b) ^ 2 + (b - b) ^ 2 + (b - a) ^ 2) / 9) = _
  ring
```

As an illustration, take $a=0.008$, $b=-0.001$, $v=10^{-27}\,\mathrm{m^3}$ and $kT=4\times10^{-21}\,\mathrm{J}$. Then $\frac29(0.009)^2=1.8\times10^{-5}$ and $v/kT=2.5\times10^{-7}\,\mathrm{Pa^{-1}}$, so the compliance is $4.5\times10^{-12}\,\mathrm{Pa^{-1}}$.

## (h) Stress in any direction

For a unit vector $n$ and $kT\ne0$, show that at $s=0$

$$kT\frac{dm}{ds}=\frac29v(a-b)^2(1-3Q),\qquad Q=n_0^2n_1^2+n_1^2n_2^2+n_2^2n_0^2.$$

**Solution.** Strain differences are $(a-b)(n_i^2-n_j^2)$. Since $\sum_i n_i^2=1$, we have $\sum_i n_i^4=1-2Q$. The squared differences therefore sum to

$$(a-b)^2\,[2(1-2Q)-2Q]=2(a-b)^2(1-3Q).$$

Use (e) and (d). In Lean, `linear_combination` supplies the multiple of the unit-length condition `hn`.

```lean
/-- Orientation dependence: for stress along a unit vector `n` and nonzero `kT`, the
zero-stress compliance times `kT` is `(2/9) v (a - b)²` times a cubic anisotropy factor. -/
theorem snoek_orientation {v kT : ℝ} (hkT : kT ≠ 0) (a b : ℝ) (n : Fin 3 → ℝ)
    (hn : ∑ i, n i ^ 2 = 1) :
    kT * compliance v kT (variantStrain a b n) 0 = 2 / 9 * v * (a - b) ^ 2 *
      (1 - 3 * (n 0 ^ 2 * n 1 ^ 2 + n 1 ^ 2 * n 2 ^ 2 + n 2 ^ 2 * n 0 ^ 2)) := by
  rw [Fin.sum_univ_three] at hn
  rw [(compliance_fluctuation hkT _ 0).2, mul_zero, zero_div, variance_unstressed]
  simp only [variantStrain]
  linear_combination
    (2 / 9) * v * (a - b) ^ 2 * (n 0 ^ 2 + n 1 ^ 2 + n 2 ^ 2 + 1) * hn
```

## (i) Silent directions

For $v,kT\neq0$, $a\neq b$ and a unit vector $n$, show that the zero-stress compliance vanishes exactly when $n_i^2=1/3$ for all $i$.

**Solution.** By (h), vanishing means $1-3Q=0$. But

$$\sum_i\left(n_i^2-\tfrac13\right)^2=1-2Q-\tfrac23+\tfrac13=\tfrac23(1-3Q),$$

so the sum of squares is zero, which is `hs`, and each square is zero. Conversely, $n_i^2=1/3$ gives $Q=1/3$. Along these $\langle111\rangle$ directions all variants have the same strain.

```lean
/-- For nonzero `v` and `kT` and `a ≠ b`, the zero-stress compliance along a unit vector `n`
vanishes exactly when the squared components of `n` along the cube axes all equal 1/3. -/
theorem snoek_silent_iff {v kT a b : ℝ} (hv : v ≠ 0) (hkT : kT ≠ 0) (hab : a ≠ b)
    (n : Fin 3 → ℝ) (hn : ∑ i, n i ^ 2 = 1) :
    compliance v kT (variantStrain a b n) 0 = 0 ↔ ∀ i, n i ^ 2 = 1 / 3 := by
  have h := snoek_orientation (v := v) hkT a b n hn
  rw [Fin.sum_univ_three] at hn
  constructor
  · intro hz
    rw [hz, mul_zero] at h
    have hc : 2 / 9 * v * (a - b) ^ 2 ≠ 0 :=
      mul_ne_zero (mul_ne_zero (by norm_num) hv) (pow_ne_zero 2 (sub_ne_zero.2 hab))
    have hG := (mul_eq_zero.1 h.symm).resolve_left hc
    -- the squared deviations of the `n i ^ 2` from 1/3 sum to zero
    have hs : (n 0 ^ 2 - 1 / 3) ^ 2 + (n 1 ^ 2 - 1 / 3) ^ 2 + (n 2 ^ 2 - 1 / 3) ^ 2 = 0 := by
      linear_combination (2 / 3) * hG + (n 0 ^ 2 + n 1 ^ 2 + n 2 ^ 2 + 1 / 3) * hn
    have p0 := sq_nonneg (n 0 ^ 2 - 1 / 3)
    have p1 := sq_nonneg (n 1 ^ 2 - 1 / 3)
    have p2 := sq_nonneg (n 2 ^ 2 - 1 / 3)
    have h0 : n 0 ^ 2 - 1 / 3 = 0 := (pow_eq_zero_iff two_ne_zero).1 (by linarith)
    have h1 : n 1 ^ 2 - 1 / 3 = 0 := (pow_eq_zero_iff two_ne_zero).1 (by linarith)
    have h2 : n 2 ^ 2 - 1 / 3 = 0 := (pow_eq_zero_iff two_ne_zero).1 (by linarith)
    intro i
    fin_cases i
    exacts [sub_eq_zero.1 h0, sub_eq_zero.1 h1, sub_eq_zero.1 h2]
  · intro hi
    have hz : kT * compliance v kT (variantStrain a b n) 0 = 0 := by
      rw [h, hi 0, hi 1, hi 2]
      ring
    exact (mul_eq_zero.1 hz).resolve_left hkT

end

end SnoekRelaxation
```

```lean
#print axioms SnoekRelaxation.meanStrain_three
#print axioms SnoekRelaxation.snoek_relaxation
#print axioms SnoekRelaxation.snoek_silent_iff
```

```
'SnoekRelaxation.meanStrain_three' depends on axioms: [propext, Classical.choice, Quot.sound]
'SnoekRelaxation.snoek_relaxation' depends on axioms: [propext, Classical.choice, Quot.sound]
'SnoekRelaxation.snoek_silent_iff' depends on axioms: [propext, Classical.choice, Quot.sound]
```
